# Removing one orthonormal basis function: the remaining levels interlace those of the full real symmetric matrix

## Levels in a basis with and without one function

Let $A$ be the real symmetric Hamiltonian matrix of an electron in a fixed potential, written in $n+1$ orthonormal basis functions. Its eigenvalues, counted with multiplicity and in increasing order, are the levels $\lambda_0\le\lambda_1\le\dots\le\lambda_n$. Deleting the row and column of one function $p$ leaves an $n\times n$ matrix $B$ with levels $\mu_0\le\dots\le\mu_{n-1}$. How far can the levels move when $p$ is put back? The answer is

$$\lambda_k\le\mu_k\le\lambda_{k+1},\qquad k=0,\dots,n-1 .$$

Counting starts at zero, as in Lean. No level rises when the function is added, and none falls below the next lower level of the old basis. The same holds for a configuration-interaction matrix that gains one orthonormal configuration. It does not in general hold for self-consistent orbital energies, because there the matrix elements between the old functions change as well.

Gaussian functions overlap, so one step comes before the theorem: orthonormalise them by Gram–Schmidt with the added function last. The old functions then still span the same space, and $B$ is $A$ without its last row and column.

```lean
import Mathlib

open Matrix

namespace BasisInterlacing

noncomputable section

/-- The `k`-th eigenvalue of a real symmetric matrix, counted with multiplicity and in
increasing order, starting from `k = 0`. -/
def level {n : ℕ} {A : Matrix (Fin n) (Fin n) ℝ} (hA : A.IsHermitian) (k : Fin n) : ℝ :=
  hA.eigenvalues (Tuple.sort hA.eigenvalues k)
```

`Matrix (Fin n) (Fin n) ℝ` is a real $n\times n$ matrix with indices $0,\dots,n-1$. For real matrices `IsHermitian` means symmetric. The argument `hA` is a proof of this symmetry, and Lean reads off from it which matrix is meant. `Tuple.sort` supplies the permutation that puts the eigenvalues in increasing order, so `level hA k` is $\lambda_k$.

```lean
/-- The normalised eigenvector that belongs to the `k`-th level. -/
def orbital {n : ℕ} {A : Matrix (Fin n) (Fin n) ℝ} (hA : A.IsHermitian) (k : Fin n) :
    Fin n → ℝ :=
  (hA.eigenvectorBasis (Tuple.sort hA.eigenvalues k)).ofLp
```

This is the normalised eigenvector $a_k$ belonging to $\lambda_k$. The name `orbital` fits a one-electron matrix; for a configuration-interaction matrix the vector describes a many-electron state.

```lean
/-- The number of levels, counted with multiplicity, that lie strictly below the energy `E`. -/
def levelsBelow {n : ℕ} {A : Matrix (Fin n) (Fin n) ℝ} (hA : A.IsHermitian) (E : ℝ) : ℕ :=
  (Finset.univ.filter fun k => level hA k < E).card
```

This counts the levels with $\lambda_k<E$.

```lean
/-- The matrix that embeds the basis without function `p` into the full basis. -/
def inclusion {n : ℕ} (p : Fin (n + 1)) : Matrix (Fin (n + 1)) (Fin n) ℝ :=
  Matrix.of fun i j => if i = p.succAbove j then 1 else 0
```

The map `p.succAbove` runs through the indices of the larger basis and skips $p$. The matrix $V$ defined here has a 1 where row $i$ is the $j$-th function kept, and 0 elsewhere.

```lean
/-- The levels are in increasing order. -/
theorem level_mono {n : ℕ} {A : Matrix (Fin n) (Fin n) ℝ} (hA : A.IsHermitian) :
    Monotone (level hA) :=
  Tuple.monotone_sort hA.eigenvalues
```

The levels increase with their index, though not strictly: degenerate levels are allowed.

## Energies expanded in eigenvectors

```lean
/-- A real matrix moves from one side of a scalar product to the other as its transpose. -/
theorem dot_adj {m n : ℕ} (V : Matrix (Fin m) (Fin n) ℝ) (u : Fin m → ℝ) (x : Fin n → ℝ) :
    (Vᵀ *ᵥ u) ⬝ᵥ x = u ⬝ᵥ V *ᵥ x := by
  rw [Matrix.dotProduct_mulVec, Matrix.mulVec_transpose]
```

In Lean `⬝ᵥ` is the scalar product and `*ᵥ` applies a matrix to a vector. The statement is $(V^{T}u)\cdot x=u\cdot Vx$.

```lean
/-- Completeness: the scalar product of two vectors is the sum of the products of their
components along the eigenvectors of a real symmetric matrix. -/
theorem completeness {n : ℕ} {A : Matrix (Fin n) (Fin n) ℝ} (hA : A.IsHermitian)
    (x y : Fin n → ℝ) :
    x ⬝ᵥ y = ∑ k, (orbital hA k ⬝ᵥ x) * (orbital hA k ⬝ᵥ y) := by
  have h := hA.eigenvectorBasis.sum_inner_mul_inner (WithLp.toLp 2 x) (WithLp.toLp 2 y)
  simp only [EuclideanSpace.inner_eq_star_dotProduct, star_trivial] at h
  rw [dotProduct_comm x y, ← h]
  -- put the eigenvectors in the order of increasing energy
  refine (Equiv.sum_comp (Tuple.sort hA.eigenvalues) _).symm.trans ?_
  refine Finset.sum_congr rfl fun k _ => ?_
  simp only [orbital]
  rw [dotProduct_comm y]
```

Since the $a_k$ form an orthonormal basis, $x=\sum_k(a_k\cdot x)\,a_k$. The scalar product with $y$ gives

$$x\cdot y=\sum_k (a_k\cdot x)(a_k\cdot y).$$

Mathlib has this for its own order of eigenvectors, and the proof rearranges the sum.

```lean
/-- The energy expression of a vector is the sum of the levels of the real symmetric matrix,
each weighted by the squared component along its eigenvector. -/
theorem energy_expansion {n : ℕ} {A : Matrix (Fin n) (Fin n) ℝ} (hA : A.IsHermitian)
    (x : Fin n → ℝ) :
    x ⬝ᵥ A *ᵥ x = ∑ k, level hA k * (orbital hA k ⬝ᵥ x) ^ 2 := by
  rw [completeness hA x (A *ᵥ x)]
  refine Finset.sum_congr rfl fun k _ => ?_
  have he : A *ᵥ orbital hA k = level hA k • orbital hA k := hA.mulVec_eigenvectorBasis _
  have h : orbital hA k ⬝ᵥ A *ᵥ x = level hA k * (orbital hA k ⬝ᵥ x) := by
    rw [← dot_adj, ← Matrix.conjTranspose_eq_transpose_of_trivial, hA.eq, he,
      smul_dotProduct, smul_eq_mul]
  rw [h]
  ring
```

Put $y=Ax$. By symmetry $a_k\cdot Ax=(Aa_k)\cdot x=\lambda_k\,(a_k\cdot x)$, hence

$$x\cdot Ax=\sum_k\lambda_k\,(a_k\cdot x)^2 .$$

The vector $x$ need not be normalised. Its energy expectation value, for $x\neq0$, is $x\cdot Ax/(x\cdot x)$.

```lean
/-- For a real symmetric matrix, a vector without components on the levels above `c` has an energy
expression of at most `c` times its squared norm; without components on the levels below `c`, of at
least that. -/
theorem energy_bounds {n : ℕ} {A : Matrix (Fin n) (Fin n) ℝ} (hA : A.IsHermitian)
    (c : ℝ) (x : Fin n → ℝ) :
    ((∀ i, c < level hA i → orbital hA i ⬝ᵥ x = 0) → x ⬝ᵥ A *ᵥ x ≤ c * (x ⬝ᵥ x)) ∧
    ((∀ i, level hA i < c → orbital hA i ⬝ᵥ x = 0) → c * (x ⬝ᵥ x) ≤ x ⬝ᵥ A *ᵥ x) := by
  rw [energy_expansion hA x, completeness hA x x, Finset.mul_sum]
  constructor
  · intro h
    refine Finset.sum_le_sum fun i _ => ?_
    by_cases hi : c < level hA i
    · simp [h i hi]
    · nlinarith [mul_nonneg (sub_nonneg.mpr (not_lt.mp hi)) (sq_nonneg (orbital hA i ⬝ᵥ x))]
  · intro h
    refine Finset.sum_le_sum fun i _ => ?_
    by_cases hi : level hA i < c
    · simp [h i hi]
    · nlinarith [mul_nonneg (sub_nonneg.mpr (not_lt.mp hi)) (sq_nonneg (orbital hA i ⬝ᵥ x))]
```

Subtracting the two expansions gives

$$c\,(x\cdot x)-x\cdot Ax=\sum_i(c-\lambda_i)(a_i\cdot x)^2 .$$

If $x$ has no component on levels above $c$, every remaining term is non-negative, so the expectation value is at most $c$. If it has none on levels below $c$, every term is zero or negative, and the expectation value is at least $c$. Lean compares the sums term by term: `simp` removes the terms with zero component, and `nlinarith` settles the others from the sign of the product.

## A trial vector that meets n − 1 conditions

```lean
/-- In `n` dimensions, `n - 1` orthogonality conditions (one for each index except `k`) leave
a trial vector of positive norm. -/
theorem exists_trial {n : ℕ} (k : Fin n) (f : Fin n → Fin n → ℝ) :
    ∃ x : Fin n → ℝ, 0 < x ⬝ᵥ x ∧ ∀ j, j ≠ k → f j ⬝ᵥ x = 0 := by
  by_contra h
  let M : Matrix {j : Fin n // j ≠ k} (Fin n) ℝ := Matrix.of fun j => f j
  -- otherwise the conditions would embed `n` dimensions into `n - 1`
  have inj : Function.Injective M.mulVecLin := by
    rw [injective_iff_map_eq_zero]
    intro x hx
    by_contra hne
    have hpos : 0 < x ⬝ᵥ x :=
      lt_of_le_of_ne (Finset.sum_nonneg fun i _ => mul_self_nonneg (x i))
        fun h0 => hne (dotProduct_self_eq_zero.mp h0.symm)
    exact h ⟨x, hpos, fun j hj => congrFun hx ⟨j, hj⟩⟩
  have hle := LinearMap.finrank_le_finrank_of_injective inj
  simp only [Module.finrank_fintype_fun_eq_card] at hle
  have hlt := Fintype.card_subtype_lt (p := fun j : Fin n => j ≠ k) (x := k) (by simp)
  exact absurd hle (not_le_of_gt hlt)
```

Given vectors $f_j$, there is a nonzero $x$ with $f_j\cdot x=0$ for every $j\neq k$. These are $n-1$ homogeneous linear equations in $n$ unknowns. The proof is by contradiction: if only $x=0$ solved them, the matrix `M` with rows $f_j$ would map $n$ dimensions injectively into $n-1$. For $n=1$ there are no conditions, and any nonzero number will do.

## Projection on n orthonormal vectors

```lean
/-- Separation of levels: if a real symmetric matrix `A` of dimension `n + m` is projected on
`n` orthonormal vectors, the columns of `V`, then the `k`-th level of the projected matrix lies
between the levels `k` and `k + m` of `A`. -/
theorem level_separation {n m : ℕ} {A : Matrix (Fin (n + m)) (Fin (n + m)) ℝ}
    {B : Matrix (Fin n) (Fin n) ℝ} (hA : A.IsHermitian) (hB : B.IsHermitian)
    (V : Matrix (Fin (n + m)) (Fin n) ℝ) (hV : Vᵀ * V = 1) (hBV : B = Vᵀ * A * V)
    (k : Fin n) :
    level hA (Fin.castAdd m k) ≤ level hB k ∧ level hB k ≤ level hA (k.addNat m) := by
  have ad : ∀ x y, (V *ᵥ x) ⬝ᵥ y = x ⬝ᵥ (Vᵀ *ᵥ y) := fun x y => dot_adj Vᵀ x y
  -- the embedding preserves norms and energies
  have hN : ∀ x, (V *ᵥ x) ⬝ᵥ (V *ᵥ x) = x ⬝ᵥ x := fun x => by
    rw [ad, Matrix.mulVec_mulVec, hV, Matrix.one_mulVec]
  have hE : ∀ x, (V *ᵥ x) ⬝ᵥ A *ᵥ (V *ᵥ x) = x ⬝ᵥ B *ᵥ x := fun x => by
    rw [ad, hBV]
    simp only [Matrix.mulVec_mulVec, Matrix.mul_assoc]
  constructor
  · -- no component above `k` in the small space, none below `k` in the large one
    obtain ⟨x, hx, ho⟩ := exists_trial k fun j =>
      if j < k then Vᵀ *ᵥ orbital hA (Fin.castAdd m j) else orbital hB j
    have h1 := (energy_bounds hB (level hB k) x).1 fun j hj => by
      have hkj : k < j := (level_mono hB).reflect_lt hj
      simpa only [if_neg (lt_asymm hkj)] using ho j hkj.ne'
    have h2 := (energy_bounds hA (level hA (Fin.castAdd m k)) (V *ᵥ x)).2 fun i hi => by
      have hv : i.val < k.val := (level_mono hA).reflect_lt hi
      obtain ⟨j, rfl⟩ : ∃ j : Fin n, i = Fin.castAdd m j :=
        ⟨⟨i.val, hv.trans k.isLt⟩, rfl⟩
      have hjk : j < k := hv
      simpa only [if_pos hjk, dot_adj] using ho j hjk.ne
    rw [hN, hE] at h2
    exact le_of_mul_le_mul_right (h2.trans h1) hx
  · -- the mirror image: none below `k` in the small space, none above `k + m` in the large one
    obtain ⟨x, hx, ho⟩ := exists_trial k fun j =>
      if k < j then Vᵀ *ᵥ orbital hA (j.addNat m) else orbital hB j
    have h1 := (energy_bounds hB (level hB k) x).2 fun j hj => by
      have hjk : j < k := (level_mono hB).reflect_lt hj
      simpa only [if_neg (lt_asymm hjk)] using ho j hjk.ne
    have h2 := (energy_bounds hA (level hA (k.addNat m)) (V *ᵥ x)).1 fun i hi => by
      have hv : k.val + m < i.val := (level_mono hA).reflect_lt hi
      obtain ⟨j, rfl⟩ : ∃ j : Fin n, i = j.addNat m :=
        ⟨⟨i.val - m, by have := i.isLt; omega⟩,
          Fin.ext (Nat.sub_add_cancel (by omega)).symm⟩
      have hkj : k < j := Nat.lt_of_add_lt_add_right hv
      simpa only [if_pos hkj, dot_adj] using ho j hkj.ne'
    rw [hN, hE] at h2
    exact le_of_mul_le_mul_right (h1.trans h2) hx
```

Here $A$ has dimension $n+m$, the columns of $V$ are orthonormal ($V^{T}V=1$), and $B=V^{T}AV$. The claim is $\lambda_k\le\mu_k\le\lambda_{k+m}$. In Lean, `Fin.castAdd m k` is the number $k$ read as an index of the larger matrix, and `k.addNat m` is $k+m$.

Two identities, `hN` and `hE`, carry norms and energies from the small space to the large one:

$$(Vx)\cdot(Vx)=x\cdot V^{T}Vx=x\cdot x,\qquad (Vx)\cdot A(Vx)=x\cdot Bx .$$

Let $b_j$ be the eigenvectors of $B$. For the lower bound, choose a nonzero $x$ with

- $a_j\cdot Vx=0$ for $j<k$,
- $b_j\cdot x=0$ for $j>k$.

These are $k+(n-1-k)=n-1$ conditions, so `exists_trial` provides $x$. The first set is passed to it as $(V^{T}a_j)\cdot x=0$, which is the same by `dot_adj`. Now $x$ has no component on levels of $B$ above $\mu_k$, and $Vx$ has none on levels of $A$ below $\lambda_k$. The energy bounds give

$$\lambda_k\,(x\cdot x)\le x\cdot Bx\le\mu_k\,(x\cdot x),$$

and division by $x\cdot x>0$ leaves $\lambda_k\le\mu_k$.

For the upper bound, require $b_j\cdot x=0$ for $j<k$ and $a_{j+m}\cdot Vx=0$ for $j>k$. This is again $n-1$ conditions, and

$$\mu_k\,(x\cdot x)\le x\cdot Bx\le\lambda_{k+m}\,(x\cdot x).$$

Degeneracy causes no trouble. The energy bounds need conditions only for strictly higher or lower levels, and by `level_mono` a strictly higher level has a higher index; `reflect_lt` makes this step.

For $m=0$ the two bounds coincide: a change of orthonormal basis leaves every level where it was.

Normalised columns alone are not enough for the theorem. Take $m=0$, $A$ the $2\times2$ unit matrix, and two normalised columns with overlap $0<s<1$. Then

$$B=V^{T}V=\begin{pmatrix}1&s\\ s&1\end{pmatrix}$$

has the levels $1-s$ and $1+s$, while both levels of $A$ are 1. With overlapping functions the ordinary eigenvalues of the plain Hamiltonian matrix are in general not the energy levels. Orthonormalising the functions first, as above, cures this; solving the generalised eigenvalue problem with the overlap matrix gives the same levels.

## Deleting one function

```lean
/-- Interlacing: when the row and column of one basis function `p` are deleted from a real
symmetric matrix, each level `k` of the smaller matrix lies between the levels `k` and `k + 1`
of the larger one. -/
theorem interlacing {n : ℕ} {A : Matrix (Fin (n + 1)) (Fin (n + 1)) ℝ} (hA : A.IsHermitian)
    (p : Fin (n + 1)) (k : Fin n) :
    level hA k.castSucc ≤ level (hA.submatrix p.succAbove) k ∧
      level (hA.submatrix p.succAbove) k ≤ level hA k.succ := by
  have hV : (inclusion p)ᵀ * inclusion p = 1 := by
    ext i j
    rcases eq_or_ne i j with rfl | h
    · simp [inclusion, Matrix.mul_apply]
    · simp [inclusion, Matrix.mul_apply, h, h.symm]
  have hB : A.submatrix p.succAbove p.succAbove = (inclusion p)ᵀ * A * inclusion p := by
    ext i j
    simp [inclusion, Matrix.mul_apply]
  exact level_separation (m := 1) hA (hA.submatrix p.succAbove) (inclusion p) hV hB k
```

The expression `hA.submatrix p.succAbove` is the proof that the matrix without row and column $p$ is still symmetric, so its `level` is $\mu_k$. The indices `k.castSucc` and `k.succ` are $k$ and $k+1$ in the larger matrix.

The columns of `inclusion p` are distinct standard basis vectors (a single entry 1, all others 0), so $V^{T}V=1$ (`hV`), and $V^{T}AV$ picks out the entries of $A$ that remain (`hB`). The separation theorem with $m=1$ then gives $\lambda_k\le\mu_k\le\lambda_{k+1}$.

This is Cauchy's interlacing theorem for real symmetric matrices. It compares two finite bases and says nothing about the distance of either from the exact energies.

The smallest case with a level to compare is $n=1$. Deleting the second function from

$$A=\begin{pmatrix}a&b\\ b&d\end{pmatrix}$$

leaves $\mu_0=a$, which lies between

$$\lambda_{0,1}=\frac{a+d}{2}\mp\sqrt{\Big(\frac{a-d}{2}\Big)^2+b^2}.$$

This is the familiar repulsion of two coupled levels.

```lean
/-- If the levels `k` and `k + 1` of a real symmetric matrix coincide, then level `k` of the matrix
with the row and column of one basis function deleted has the same energy. -/
theorem degenerate_level_survives {n : ℕ} {A : Matrix (Fin (n + 1)) (Fin (n + 1)) ℝ}
    (hA : A.IsHermitian) (p : Fin (n + 1)) (k : Fin n)
    (h : level hA k.castSucc = level hA k.succ) :
    level (hA.submatrix p.succAbove) k = level hA k.castSucc :=
  le_antisymm ((interlacing hA p k).2.trans h.ge) (interlacing hA p k).1
```

If $\lambda_k=\lambda_{k+1}$, then $\mu_k$ is caught between two equal numbers and must equal them. A doubly degenerate level of the larger basis is therefore still a level after any one function has been deleted.

```lean
/-- A real symmetric matrix has at least as many levels below a given energy `E` as the matrix left
when the row and column of one basis function `p` are deleted, and at most one more. -/
theorem levelsBelow_add_one {n : ℕ} {A : Matrix (Fin (n + 1)) (Fin (n + 1)) ℝ}
    (hA : A.IsHermitian) (p : Fin (n + 1)) (E : ℝ) :
    levelsBelow (hA.submatrix p.succAbove) E ≤ levelsBelow hA E ∧
      levelsBelow hA E ≤ levelsBelow (hA.submatrix p.succAbove) E + 1 := by
  unfold levelsBelow
  constructor
  · refine Finset.card_le_card_of_injOn Fin.castSucc ?_ (Fin.castSucc_injective n).injOn
    intro k hk
    have hk' : level (hA.submatrix p.succAbove) k < E := by simpa using hk
    simpa using (interlacing hA p k).1.trans_lt hk'
  · -- apart from the lowest level, each level below `E` has a partner in the smaller basis
    have hsub : (Finset.univ.filter fun k => level hA k < E) ⊆
        insert 0 ((Finset.univ.filter fun k =>
          level (hA.submatrix p.succAbove) k < E).image Fin.succ) := by
      intro i hi
      have hi' : level hA i < E := (Finset.mem_filter.mp hi).2
      rcases Fin.eq_zero_or_eq_succ i with rfl | ⟨k, rfl⟩
      · exact Finset.mem_insert_self _ _
      · exact Finset.mem_insert_of_mem (Finset.mem_image_of_mem _
          (Finset.mem_filter.mpr ⟨Finset.mem_univ _, (interlacing hA p k).2.trans_lt hi'⟩))
    exact (Finset.card_le_card hsub).trans ((Finset.card_insert_le _ _).trans
      (Nat.add_le_add_right Finset.card_image_le 1))

end

end BasisInterlacing
```

Adding one function raises the number of levels below $E$ by zero or one. If $\mu_k<E$, then $\lambda_k\le\mu_k<E$, so the count cannot fall; Lean expresses this as an injective map $k\mapsto k$ between the two sets of indices. Conversely, if $\lambda_{k+1}<E$, then $\mu_k\le\lambda_{k+1}<E$. Every level of the larger basis below $E$, except possibly the lowest, thus has its own partner in the smaller one, and the count rises by at most one.

With $E$ at the ionisation threshold of a one-electron model in a fixed potential, one more orthonormal function can add at most one level below threshold.

```lean
#print axioms BasisInterlacing.degenerate_level_survives
-- 'BasisInterlacing.degenerate_level_survives' depends on axioms: [propext, Classical.choice, Quot.sound]
#print axioms BasisInterlacing.levelsBelow_add_one
-- 'BasisInterlacing.levelsBelow_add_one' depends on axioms: [propext, Classical.choice, Quot.sound]
```
